# Expectation value of the quartic grid correction in Landau states: $-h^2B^2(2n^2+2n+1)/16$ for $\hbar$, mass and charge equal to 1

Q: The kinetic momenta of a charge in a magnetic field are unbounded operators. On which vectors do yours act?

A: On finite combinations of Landau states, stored as coefficient sequences with finitely many nonzero entries. The ladder operators map this space into itself, so every product below is defined. `Op` is the type of linear maps on it, and `ket n` is the sequence with a single 1 at position $n$.

```lean
import Mathlib

namespace LandauGridShift

noncomputable section

/-- Linear operators on finite combinations of Landau states, given by their coefficients. -/
abbrev Op := Module.End ℂ (ℕ →₀ ℂ)

/-- The coefficient sequence of the `n`-th Landau state. -/
def ket (n : ℕ) : ℕ →₀ ℂ := Finsupp.single n 1
```

Q: And the ladder operators are postulated?

A: Their action is. Write $e_n$ for the $n$-th state, $a$ for `lower` and $b$ for `raise`. Then $a e_n=\sqrt n\,e_{n-1}$ and $b e_n=\sqrt{n+1}\,e_{n+1}$. In Lean `0 - 1` is `0` for natural numbers, but the factor $\sqrt0$ still gives $a e_0=0$. The commutator is derived later.

```lean
/-- The lowering operator: state `n` goes to `√n` times state `n - 1`, and state `0` to zero. -/
def lower : Op :=
  Finsupp.linearCombination ℂ (fun n : ℕ => ((√(n : ℝ) : ℝ) : ℂ) • ket (n - 1))

/-- The raising operator: state `n` goes to `√(n+1)` times state `n + 1`. -/
def raise : Op :=
  Finsupp.linearCombination ℂ (fun n : ℕ => ((√((n + 1 : ℕ) : ℝ) : ℝ) : ℂ) • ket (n + 1))
```

Q: Where does the magnetic field enter?

A: Through $p_x=\sqrt{B/2}\,(a+b)$ and $p_y=i\sqrt{B/2}\,(b-a)$, in units where $\hbar$, mass and charge are 1. With $ab-ba=1$ these satisfy $[p_x,p_y]=iB$, the relation for kinetic momenta in a uniform field $B$. The second quantum number, which belongs to the motion of the orbit's centre, is left out: there is one state per level.

```lean
/-- The kinetic momentum along `x` in a magnetic field `B ≥ 0`. -/
def px (B : ℝ) : Op := ((√(B / 2) : ℝ) : ℂ) • (lower + raise)

/-- The kinetic momentum along `y` in a magnetic field `B ≥ 0`. -/
def py (B : ℝ) : Op := (Complex.I * ((√(B / 2) : ℝ) : ℂ)) • (raise - lower)
```

Q: What does $-h^2/24$ have to do with a grid?

A: The three-point second difference with spacing $h$ replaces $p^2/2$ by
$$\frac{1-\cos hp}{h^2}=\frac{p^2}{2}-\frac{h^2p^4}{24}+\dots$$
In a magnetic field the hops carry Peierls phases, and $p$ becomes the kinetic momentum along each axis. The file takes the $h^2$ term as the definition of `gridCorrection`; this expansion is the physical reason for it and is not formalised.

```lean
/-- The Landau Hamiltonian `(px² + py²) / 2`. -/
def hamiltonian (B : ℝ) : Op := (1 / 2 : ℂ) • (px B ^ 2 + py B ^ 2)

/-- The quartic grid correction `-(h²/24) (px⁴ + py⁴)` for grid spacing `h`. -/
def gridCorrection (B h : ℝ) : Op := (-((h : ℂ) ^ 2 / 24)) • (px B ^ 4 + py B ^ 4)
```

Q: So far there are only coefficients. Where is the Hilbert space?

A: In `expectation`. It takes a sequence `e` of vectors in a complex inner-product space, applies $A$ to the coefficients of state $n$, rebuilds a vector from the result, and takes its inner product with $e_n$. The theorems assume that `e` is orthonormal. This holds for Landau states of different levels that share one normalised state of the orbit's centre. Completeness is not needed.

```lean
/-- For orthonormal `e`, the expectation value of `A` in the state `e n`; the sequence `e` turns
coefficients into state vectors. -/
def expectation {E : Type*} [NormedAddCommGroup E] [InnerProductSpace ℂ E]
    (e : ℕ → E) (n : ℕ) (A : Op) : ℂ :=
  inner ℂ (e n) (Finsupp.linearCombination ℂ e (A (ket n)))
```

Q: Show me the algebra, starting with the commutator.

A: Applying the ladder rules twice gives
$$ab\,e_n=(n+1)e_n,\qquad ba\,e_n=n\,e_n.$$
`ladder_ket` reads the rules off the definitions, and `ladder_number` multiplies the square roots, treating $n=0$ separately for $ba$.

```lean
/-- The action of the two ladder operators on the Landau states. -/
theorem ladder_ket (n : ℕ) :
    lower (ket n) = ((√(n : ℝ) : ℝ) : ℂ) • ket (n - 1) ∧
    raise (ket n) = ((√((n + 1 : ℕ) : ℝ) : ℝ) : ℂ) • ket (n + 1) := by
  constructor
  · rw [lower, ket, Finsupp.linearCombination_single, one_smul]
  · rw [raise, ket, Finsupp.linearCombination_single, one_smul]

/-- Raising then lowering multiplies state `n` by `n + 1`; lowering then raising, by `n`. -/
theorem ladder_number (n : ℕ) :
    lower (raise (ket n)) = ((n : ℂ) + 1) • ket n ∧
    raise (lower (ket n)) = (n : ℂ) • ket n := by
  have root (k : ℕ) : ((√(k : ℝ) : ℝ) : ℂ) * ((√(k : ℝ) : ℝ) : ℂ) = (k : ℂ) := by
    rw [← Complex.ofReal_mul, Real.mul_self_sqrt (Nat.cast_nonneg k), Complex.ofReal_natCast]
  constructor
  · rw [(ladder_ket n).2, map_smul, (ladder_ket (n + 1)).1, smul_smul, root,
      Nat.add_sub_cancel, Nat.cast_succ]
  · cases n with
    | zero => simp [(ladder_ket 0).1]
    | succ m =>
      rw [(ladder_ket (m + 1)).1, map_smul, Nat.add_sub_cancel, (ladder_ket m).2, smul_smul, root]
```

Subtracting gives $ab=ba+1$ on each basis state. `Finsupp.lhom_ext` extends this to the whole space, since linear maps that agree on basis states are equal.

```lean
/-- The canonical commutation relation of the ladder operators, `a b = b a + 1`. -/
theorem ladder_commutation : lower * raise = raise * lower + 1 := by
  apply Finsupp.lhom_ext
  intro n c
  have hc : Finsupp.single n c = c • ket n := by simp [ket]
  rw [hc, map_smul, map_smul, LinearMap.add_apply, Module.End.mul_apply, Module.End.mul_apply,
    (ladder_number n).1, (ladder_number n).2, Module.End.one_apply]
  module
```

Q: And the energy?

A: Put $S=ab+ba$ and $D=a^2+b^2$. Squaring the momenta, with order kept, gives
$$p_x^2=\tfrac B2(S+D),\qquad p_y^2=\tfrac B2(S-D).$$
Half the sum is $H=\tfrac B2S$. As $S e_n=(2n+1)e_n$, we get $He_n=B(n+\tfrac12)e_n$. In Lean, $B\ge0$ is used for $\sqrt{B/2}^{\,2}=B/2$; the products are then expanded on an arbitrary vector, and `module` compares coefficients.

```lean
/-- The Landau Hamiltonian is `B/2` times the symmetrised product of the ladder operators. -/
theorem hamiltonian_eq {B : ℝ} (hB : 0 ≤ B) :
    hamiltonian B = ((B : ℂ) / 2) • (lower * raise + raise * lower) := by
  have hc : ((√(B / 2) : ℝ) : ℂ) ^ 2 = (B : ℂ) / 2 := by
    rw [← Complex.ofReal_pow, Real.sq_sqrt (by positivity)]
    push_cast
    rfl
  have hs : raise - lower = raise + (-1 : ℂ) • lower := LinearMap.ext fun v => by
    rw [LinearMap.sub_apply, LinearMap.add_apply, LinearMap.smul_apply]
    module
  rw [hamiltonian, px, py, hs, smul_pow, smul_pow, mul_pow, Complex.I_sq, hc]
  refine LinearMap.ext fun v => ?_
  simp only [pow_two, Module.End.mul_apply, LinearMap.add_apply, LinearMap.smul_apply,
    map_add, map_smul]
  module

/-- Each Landau state is an eigenvector of the Hamiltonian with energy `B (n + 1/2)`. -/
theorem landau_level {B : ℝ} (hB : 0 ≤ B) (n : ℕ) :
    hamiltonian B (ket n) = ((B : ℂ) * (n + 1 / 2)) • ket n := by
  rw [hamiltonian_eq hB, LinearMap.smul_apply, LinearMap.add_apply, Module.End.mul_apply,
    Module.End.mul_apply, (ladder_number n).1, (ladder_number n).2]
  module
```

Q: The fourth powers must be worse.

A: Only a little. Squaring once more, the cross terms $SD+DS$ cancel in the sum:
$$p_x^4+p_y^4=\tfrac{B^2}{2}(S^2+D^2),\qquad D^2=a^4+b^4+a^2b^2+b^2a^2.$$
With $N=ba$, the commutator gives $a^2b^2=(N+1)(N+2)$ and $b^2a^2=N(N-1)$. Their sum is $2N^2+2N+2$. Since $S=2N+1$, this equals $(S^2+3)/2$. Substituting $S=2H/B$ for $B>0$ (at $B=0$ both sides vanish),
$$p_x^4+p_y^4=3H^2+\tfrac34B^2+\tfrac{B^2}{2}(a^4+b^4).$$
The Lean proof reaches the same identity by normal ordering: `hab` moves each lowering operator to the right until `module` can match the terms.

```lean
/-- The quartic operator `px⁴ + py⁴` is a function of the Hamiltonian plus a term built from
the fourth powers of the ladder operators. -/
theorem quartic_eq {B : ℝ} (hB : 0 ≤ B) :
    px B ^ 4 + py B ^ 4 = (3 : ℂ) • hamiltonian B ^ 2 + (3 / 4 * (B : ℂ) ^ 2) • (1 : Op)
      + ((B : ℂ) ^ 2 / 2) • (lower ^ 4 + raise ^ 4) := by
  have hc : ((√(B / 2) : ℝ) : ℂ) ^ 4 = ((B : ℂ) / 2) ^ 2 := by
    have h2 : ((√(B / 2) : ℝ) : ℂ) ^ 2 = (B : ℂ) / 2 := by
      rw [← Complex.ofReal_pow, Real.sq_sqrt (by positivity)]
      push_cast
      rfl
    rw [← h2]
    ring
  have hs : raise - lower = raise + (-1 : ℂ) • lower := LinearMap.ext fun v => by
    rw [LinearMap.sub_apply, LinearMap.add_apply, LinearMap.smul_apply]
    module
  have hab (v : ℕ →₀ ℂ) : lower (raise v) = raise (lower v) + v :=
    LinearMap.congr_fun ladder_commutation v
  rw [hamiltonian_eq hB, px, py, hs, smul_pow, smul_pow, mul_pow, Complex.I_pow_four,
    one_mul, hc]
  -- normal ordering: `hab` moves every lowering operator to the right
  refine LinearMap.ext fun v => ?_
  simp only [pow_succ, pow_zero, one_mul, Module.End.mul_apply, Module.End.one_apply,
    LinearMap.add_apply, LinearMap.smul_apply, map_add, map_smul, hab]
  module
```

Q: Then the expectation value is immediate?

A: Yes. The operators $a^4$ and $b^4$ change the level by four, or give zero, so they have no diagonal element. What remains is
$$3B^2(n+\tfrac12)^2+\tfrac34B^2=\tfrac32B^2(2n^2+2n+1),$$
and multiplying by $-h^2/24$ gives $-h^2B^2(2n^2+2n+1)/16$. In the proof, `hx` uses orthonormality to turn the inner product into the $n$-th coefficient, while `hl` and `hr` remove the two fourth powers.

```lean
/-- In the `n`-th Landau state the expected energy is `B (n + 1/2)` and the expectation value of the
quartic grid correction is `-h² B² (2n² + 2n + 1) / 16`. -/
theorem landau_grid_shift {E : Type*} [NormedAddCommGroup E] [InnerProductSpace ℂ E]
    {e : ℕ → E} (he : Orthonormal ℂ e) {B : ℝ} (hB : 0 ≤ B) (h : ℝ) (n : ℕ) :
    expectation e n (hamiltonian B) = ((B * (n + 1 / 2) : ℝ) : ℂ) ∧
    expectation e n (gridCorrection B h)
      = ((-(h ^ 2 * B ^ 2 * (2 * n ^ 2 + 2 * n + 1) / 16) : ℝ) : ℂ) := by
  have hx (A : Op) : expectation e n A = (A (ket n)) n := he.inner_right_finsupp _ _
  have hk : ket n n = 1 := by simp [ket]
  constructor
  · rw [hx, landau_level hB, Finsupp.smul_apply, hk, smul_eq_mul]
    push_cast
    ring
  · have hH : (hamiltonian B ^ 2) (ket n)
        = (((B : ℂ) * (n + 1 / 2)) * ((B : ℂ) * (n + 1 / 2))) • ket n := by
      rw [pow_two, Module.End.mul_apply, landau_level hB, map_smul, landau_level hB, smul_smul]
    -- the fourth powers of the ladder operators have no diagonal element
    have hl : ((lower ^ 4) (ket n)) n = 0 := by
      simp only [pow_succ, pow_zero, one_mul, Module.End.mul_apply, (ladder_ket _).1, map_smul,
        Finsupp.smul_apply]
      rcases Nat.eq_zero_or_pos n with h0 | h0
      · simp [h0]
      · rw [ket, Finsupp.single_apply, if_neg (by omega)]
        simp
    have hr : ((raise ^ 4) (ket n)) n = 0 := by
      simp only [pow_succ, pow_zero, one_mul, Module.End.mul_apply, (ladder_ket _).2, map_smul,
        Finsupp.smul_apply]
      rw [ket, Finsupp.single_apply, if_neg (by omega)]
      simp
    rw [hx, gridCorrection, quartic_eq hB]
    simp only [LinearMap.smul_apply, LinearMap.add_apply, Module.End.one_apply, hH,
      Finsupp.smul_apply, Finsupp.add_apply, hl, hr, hk, smul_eq_mul]
    push_cast
    ring
```

Q: Is that the shift of the lattice eigenvalue?

A: It is the expectation value of the $h^2$ term in the continuum state, which is what first-order perturbation theory uses. Each level is degenerate, but the correction does not act on the orbit's centre, so at this order all states of a level shift alike. The theorem contains no lattice spectrum and no bound on higher orders. For one particle in a plane with a uniform field and no other potential, it gives a leading-order estimate against which a code with three-point differences and Peierls phases can be compared, when $h^2B(n+1)$ is small and the state stays away from the edges of the grid.

Q: What would a spectrum show?

A: As long as $h^2B(n+1)$ is small, levels that move closer together as $n$ grows. Between $n$ and $n+1$ the polynomial $2n^2+2n+1$ increases by $4(n+1)$, so the corrected spacing is $B-h^2B^2(n+1)/4$. The last theorem proves this spacing formula for the expectation values, using additivity and the previous result at both levels.

```lean
/-- With the quartic grid correction included, the expected energies of neighbouring Landau
states differ by `B - h² B² (n + 1) / 4`. -/
theorem landau_grid_spacing {E : Type*} [NormedAddCommGroup E] [InnerProductSpace ℂ E]
    {e : ℕ → E} (he : Orthonormal ℂ e) {B : ℝ} (hB : 0 ≤ B) (h : ℝ) (n : ℕ) :
    expectation e (n + 1) (hamiltonian B + gridCorrection B h)
      - expectation e n (hamiltonian B + gridCorrection B h)
      = ((B - h ^ 2 * B ^ 2 * (n + 1) / 4 : ℝ) : ℂ) := by
  have hadd (m : ℕ) : expectation e m (hamiltonian B + gridCorrection B h)
      = expectation e m (hamiltonian B) + expectation e m (gridCorrection B h) := by
    simp only [expectation, LinearMap.add_apply, map_add, inner_add_right]
  rw [hadd, hadd, (landau_grid_shift he hB h (n + 1)).1, (landau_grid_shift he hB h (n + 1)).2,
    (landau_grid_shift he hB h n).1, (landau_grid_shift he hB h n).2]
  push_cast
  ring

end

end LandauGridShift
```

```lean
#print axioms LandauGridShift.landau_grid_shift
#print axioms LandauGridShift.landau_grid_spacing
```

```
'LandauGridShift.landau_grid_shift' depends on axioms: [propext, Classical.choice, Quot.sound]
'LandauGridShift.landau_grid_spacing' depends on axioms: [propext, Classical.choice, Quot.sound]
```

Q: Give me numbers.

A: Take $B=1$, $h=0.2$. For $n=2$ the energy is $2.5$ and the correction is $-0.04\cdot13/16=-0.0325$, so the total is $2.4675$. For $n=3$ it is $3.5-0.04\cdot25/16=3.4375$. The difference is $0.97$, as $1-0.04\cdot3/4$ requires.

Q: And the extremes?

A: In the lowest state, $n=0$, the energy is $B/2$ and the correction $-h^2B^2/16$. At $B=0$, which the theorems allow, both momenta are the zero operator and both expectation values vanish. That is the $B\to0$ limit at fixed $n$, and it does not describe a free particle with arbitrary momentum.
